# Local X and Z controls and a nonzero Ising coupling generate su(4) on two qubits

Before running a pulse search for a two-qubit gate, one can check whether the available Hamiltonians are rich enough. Multiply each by $i$, take commutators until no new direction appears, and count the independent directions. If there are 15, the real dimension of $\mathfrak{su}(4)$, no direction is missing apart from the global phase.

Here the check is carried out for an idealised pair of qubits with $X$ and $Z$ controls on each and an Ising coupling $J\,Z\otimes Z$. For every real $J\neq 0$, the generated real Lie algebra is exactly $\mathfrak{su}(4)$, the traceless anti-Hermitian matrices.

```lean
import Mathlib

open Matrix
open scoped Kronecker

namespace TwoQubitControl

noncomputable section
```

## Two-qubit operators and their commutators

A basis state of two qubits carries a pair of labels, each 0 or 1. An operator is therefore a complex matrix whose rows and columns are indexed by such pairs. In Lean the index type is `Fin 2 × Fin 2`, which has four elements.

```lean
/-- Operators on two qubits: complex matrices indexed by pairs of basis labels. -/
abbrev TwoQubit := Matrix (Fin 2 × Fin 2) (Fin 2 × Fin 2) ℂ
```

The bracket is the plain commutator, with no extra factor of $i$:

$$[A,B]=AB-BA.$$

```lean
/-- The Lie bracket of two operators is their commutator. -/
instance : Bracket TwoQubit TwoQubit := ⟨fun A B => A * B - B * A⟩
```

The next lemma lets later proofs replace the bracket by this formula.

```lean
/-- The Lie bracket written out as a commutator. -/
theorem lie_eq (A B : TwoQubit) : ⁅A, B⁆ = A * B - B * A := rfl
```

The commutator is additive in each argument, vanishes when both arguments are equal, and satisfies the Jacobi identity. Each of these follows by expanding the products without changing the order of the factors.

```lean
instance : LieRing TwoQubit where
  add_lie A B C := by simp only [lie_eq]; noncomm_ring
  lie_add A B C := by simp only [lie_eq]; noncomm_ring
  lie_self A := sub_self _
  leibniz_lie A B C := by simp only [lie_eq]; noncomm_ring
```

Real numbers can be pulled out: $[A,rB]=r[A,B]$. The scalars are real because control amplitudes and coupling strengths are real. With complex scalars, multiplication by $i$ would turn anti-Hermitian matrices into Hermitian ones.

```lean
instance : LieAlgebra ℝ TwoQubit where
  lie_smul r A B := by simp only [lie_eq, mul_smul_comm, smul_mul_assoc, smul_sub]
```

## Pauli products, controls and the target algebra

Write $\sigma_0=1$, $\sigma_1=X$, $\sigma_2=Y$ and $\sigma_3=Z$.

```lean
/-- The identity and the Pauli matrices X, Y, Z, numbered 0, 1, 2, 3. -/
def pauli : Fin 4 → Matrix (Fin 2) (Fin 2) ℂ
  | 0 => 1
  | 1 => !![0, 1; 1, 0]
  | 2 => !![0, -Complex.I; Complex.I, 0]
  | 3 => !![1, 0; 0, -1]
```

The basic objects are

$$P_{ab}=i\,\sigma_a\otimes\sigma_b ,$$

with $a$ referring to the first qubit and $b$ to the second. In Lean this is `iPauli a b`. A Hamiltonian $H$ generates evolution through $-iH$ in units with $\hbar=1$; the sign does not affect the real algebra generated.

```lean
/-- The imaginary unit times Pauli matrix `a` on the first qubit and `b` on the second. -/
def iPauli (a b : Fin 4) : TwoQubit := Complex.I • (pauli a ⊗ₖ pauli b)
```

The five generators are $P_{10}$, $P_{30}$, $P_{01}$, $P_{03}$ and $J P_{33}$. The first four drive one qubit at a time, and the last is the interaction.

```lean
/-- X and Z on each qubit and the Ising coupling ZZ of strength `J`, all times the
imaginary unit. -/
def controls (J : ℝ) : Set TwoQubit :=
  {iPauli 1 0, iPauli 3 0, iPauli 0 1, iPauli 0 3, J • iPauli 3 3}
```

Let $L(J)$ be the smallest real Lie algebra containing these generators. It is closed under real linear combinations and commutators, which is what `LieSubalgebra.lieSpan` expresses.

```lean
/-- The real Lie algebra generated by the local controls and the Ising coupling. -/
def controlAlgebra (J : ℝ) : LieSubalgebra ℝ TwoQubit :=
  LieSubalgebra.lieSpan ℝ TwoQubit (controls J)
```

The target is defined without reference to the controls, by the conditions $A^\dagger=-A$ and $\operatorname{tr}A=0$. Real linear combinations preserve both. For two anti-Hermitian matrices,

$$[A,B]^\dagger=B^\dagger A^\dagger-A^\dagger B^\dagger=BA-AB=-[A,B],$$

and $\operatorname{tr}(AB)=\operatorname{tr}(BA)$ makes the commutator traceless. These calculations fill the closure fields of `su4`.

```lean
/-- The real Lie algebra su(4) of traceless anti-Hermitian matrices. -/
def su4 : LieSubalgebra ℝ TwoQubit where
  carrier := {A | Aᴴ = -A ∧ A.trace = 0}
  add_mem' := by
    rintro A B ⟨hA, tA⟩ ⟨hB, tB⟩
    exact ⟨by rw [conjTranspose_add, hA, hB]; abel, by rw [trace_add, tA, tB, add_zero]⟩
  zero_mem' := ⟨by simp, by simp⟩
  smul_mem' := by
    rintro r A ⟨hA, tA⟩
    exact ⟨by rw [conjTranspose_smul, hA, star_trivial, smul_neg],
      by rw [trace_smul, tA, smul_zero]⟩
  lie_mem' := by
    rintro A B ⟨hA, _⟩ ⟨hB, _⟩
    refine ⟨?_, by rw [lie_eq, trace_sub, trace_mul_comm A B, sub_self]⟩
    rw [lie_eq, conjTranspose_sub, conjTranspose_mul, conjTranspose_mul, hA, hB]
    noncomm_ring
```

## From five generators to fifteen Pauli products

Suppose that $[\sigma_a,\sigma_b]=ir\,\sigma_d$ with $r$ real. A control on the first qubit leaves the second factor $\sigma_c$ untouched:

$$[P_{a0},P_{bc}]=i^2[\sigma_a,\sigma_b]\otimes\sigma_c=-r\,P_{dc}.$$

Likewise, on the second qubit, $[P_{0a},P_{cb}]=-r\,P_{cd}$. The Lean proof compares matrix entries: the one-qubit identity is multiplied by the entry of the spectator factor, and `linear_combination` closes the algebra.

```lean
/-- If the commutator of `pauli a` and `pauli b` is `r` times the imaginary unit times `pauli d`,
with `r` real, then the commutator of `iPauli a 0` and `iPauli b c` is `-r` times `iPauli d c`, and
that of `iPauli 0 a` and `iPauli c b` is `-r` times `iPauli c d`. -/
theorem local_bracket {a b d : Fin 4} (c : Fin 4) {r : ℝ}
    (h : pauli a * pauli b - pauli b * pauli a = ((r : ℂ) * Complex.I) • pauli d) :
    iPauli a 0 * iPauli b c - iPauli b c * iPauli a 0 = (-r) • iPauli d c ∧
    iPauli 0 a * iPauli c b - iPauli c b * iPauli 0 a = (-r) • iPauli c d := by
  have h0 : pauli 0 = 1 := rfl
  have e : ∀ i j, (pauli a * pauli b) i j - (pauli b * pauli a) i j
      = r * Complex.I * pauli d i j := fun i j => congrFun (congrFun h i) j
  constructor <;> ext i j <;>
    simp only [iPauli, h0, smul_mul_smul_comm, ← mul_kronecker_mul, one_mul, mul_one,
      Complex.I_mul_I, Matrix.sub_apply, Matrix.smul_apply, kroneckerMap_apply,
      smul_eq_mul, Complex.real_smul, Complex.ofReal_neg]
  · linear_combination (-pauli c i.2 j.2) * e i.1 j.1
  · linear_combination (-pauli c i.1 j.1) * e i.2 j.2
```

Two one-qubit commutators are enough:

$$[X,Z]=-2iY,\qquad [Y,Z]=2iX.$$

The missing local controls come first:

$$[P_{10},P_{30}]=2P_{20},\qquad [P_{01},P_{03}]=2P_{02}.$$

Since $J\neq0$, dividing the coupling generator by $J$ gives $P_{33}$. Rotating its first factor gives

$$[P_{20},P_{33}]=-2P_{13},\qquad [P_{10},P_{33}]=2P_{23}.$$

Together with $P_{03}$ and $P_{33}$, this supplies $P_{a3}$ for every $a$. Now rotate the second factor:

$$[P_{02},P_{a3}]=-2P_{a1},\qquad [P_{01},P_{a3}]=2P_{a2}.$$

Together with the four $P_{a3}$, these are the twelve products with $b\neq0$. The three local operators $P_{10},P_{20},P_{30}$ complete the fifteen.

In the proof, `step` says that if $P$ and $Q$ lie in $L(J)$ and $[P,Q]=rR$ with $r\neq0$, then $R$ lies there too. The names `xz` and `yz` hold the two Pauli commutators, and `col` collects the operators $P_{a3}$. The case split on `b` then follows the list above.

```lean
/-- With nonzero Ising coupling, the generated Lie algebra contains the imaginary unit
times each of the 15 non-identity Pauli products. -/
theorem iPauli_mem {J : ℝ} (hJ : J ≠ 0) (a b : Fin 4) (h : ¬(a = 0 ∧ b = 0)) :
    iPauli a b ∈ controlAlgebra J := by
  have gen : ∀ x ∈ controls J, x ∈ controlAlgebra J :=
    fun x hx => LieSubalgebra.subset_lieSpan hx
  have step : ∀ {P Q R : TwoQubit} {r : ℝ}, r ≠ 0 → P ∈ controlAlgebra J →
      Q ∈ controlAlgebra J → P * Q - Q * P = r • R → R ∈ controlAlgebra J := by
    intro P Q R r hr hP hQ e
    have m := (controlAlgebra J).smul_mem r⁻¹ ((controlAlgebra J).lie_mem hP hQ)
    rwa [lie_eq, e, smul_smul, inv_mul_cancel₀ hr, one_smul] at m
  obtain ⟨xz, yz⟩ :
      pauli 1 * pauli 3 - pauli 3 * pauli 1 = (((-2 : ℝ) : ℂ) * Complex.I) • pauli 2 ∧
      pauli 2 * pauli 3 - pauli 3 * pauli 2 = (((2 : ℝ) : ℂ) * Complex.I) • pauli 1 := by
    constructor <;> ext i j <;>
      simp only [Matrix.sub_apply, Matrix.smul_apply, Matrix.mul_apply, Fin.sum_univ_two] <;>
      fin_cases i <;> fin_cases j <;> norm_num [pauli, Complex.ext_iff]
  have x0 := gen (iPauli 1 0) (by simp [controls])
  have z0 := gen (iPauli 3 0) (by simp [controls])
  have ox := gen (iPauli 0 1) (by simp [controls])
  have oz := gen (iPauli 0 3) (by simp [controls])
  have zz := (controlAlgebra J).smul_mem J⁻¹ (gen (J • iPauli 3 3) (by simp [controls]))
  rw [smul_smul, inv_mul_cancel₀ hJ, one_smul] at zz
  -- local Y controls, then rotation of the coupling on either side
  have y0 := step (by norm_num) x0 z0 (local_bracket 0 xz).1
  have oy := step (by norm_num) ox oz (local_bracket 0 xz).2
  have col : ∀ a, iPauli a 3 ∈ controlAlgebra J := by
    intro a
    fin_cases a
    exacts [oz, step (by norm_num) y0 zz (local_bracket 3 yz).1,
      step (by norm_num) x0 zz (local_bracket 3 xz).1, zz]
  fin_cases b
  · fin_cases a
    exacts [(h ⟨rfl, rfl⟩).elim, x0, y0, z0]
  · exact step (by norm_num) oy (col a) (local_bracket a yz).2
  · exact step (by norm_num) ox (col a) (local_bracket a xz).2
  · exact col a
```

## Adjoint, trace and completeness

Pauli matrices are Hermitian, so conjugation only changes the sign of $i$:

$$P_{ab}^\dagger=-i\,\sigma_a\otimes\sigma_b=-P_{ab}.$$

```lean
/-- The imaginary unit times a Pauli product is anti-Hermitian. -/
theorem iPauli_conj (a b : Fin 4) : (iPauli a b)ᴴ = -iPauli a b := by
  have hσ : ∀ a, (pauli a)ᴴ = pauli a := by
    intro a
    fin_cases a <;> ext i j <;> fin_cases i <;> fin_cases j <;> simp [pauli]
  rw [iPauli, conjTranspose_smul, conjTranspose_kronecker, hσ a, hσ b, Complex.star_def,
    Complex.conj_I, neg_smul]
```

The trace factorises as $\operatorname{tr}P_{ab}=i\,\operatorname{tr}\sigma_a\,\operatorname{tr}\sigma_b$. It equals $4i$ for $a=b=0$ and vanishes otherwise, because $X$, $Y$ and $Z$ are traceless.

```lean
/-- The imaginary unit times a Pauli product is traceless, except for the identity
product, where the trace is four times the imaginary unit. -/
theorem iPauli_trace (a b : Fin 4) :
    (iPauli a b).trace = if a = 0 ∧ b = 0 then 4 * Complex.I else 0 := by
  rw [iPauli, trace_smul, trace_kronecker]
  fin_cases a <;> fin_cases b <;> norm_num [pauli, trace_fin_two]
  ring
```

Any one-qubit matrix $B$ can be written as $B=\sum_a t_a(B)\,\sigma_a$, with

$$t_0=\tfrac12(B_{00}+B_{11}),\quad t_1=\tfrac12(B_{01}+B_{10}),$$
$$t_2=\tfrac i2(B_{01}-B_{10}),\quad t_3=\tfrac12(B_{00}-B_{11}).$$

For a two-qubit matrix $M$, fix the second-qubit labels $k,l$ and expand in the first-qubit labels. The coefficients $N^a_{kl}$ form, for each $a$, another $2\times2$ matrix, which is expanded in turn:

$$M=\sum_{a,b}t_b(N^a)\,\sigma_a\otimes\sigma_b=\sum_{a,b}c_{ab}P_{ab},\qquad c_{ab}=-i\,t_b(N^a).$$

In Lean, `one` is the one-qubit expansion, and `choose` turns its coefficients into a function that can be applied twice. The identity $i^2=-1$ accounts for the factor $-i$ in $c_{ab}$.

```lean
/-- Every two-qubit matrix is a complex combination of Pauli products. -/
theorem pauli_expansion (M : TwoQubit) :
    ∃ c : Fin 4 → Fin 4 → ℂ, M = ∑ a, ∑ b, c a b • iPauli a b := by
  have one : ∀ B : Matrix (Fin 2) (Fin 2) ℂ, ∃ t : Fin 4 → ℂ,
      ∀ i j, B i j = ∑ a, t a * pauli a i j := by
    intro B
    refine ⟨![(B 0 0 + B 1 1) / 2, (B 0 1 + B 1 0) / 2,
      Complex.I * (B 0 1 - B 1 0) / 2, (B 0 0 - B 1 1) / 2], fun i j => ?_⟩
    fin_cases i <;> fin_cases j <;> simp [pauli, Fin.sum_univ_four]
    · ring
    · linear_combination ((B 0 1 - B 1 0) / 2) * Complex.I_sq
    · linear_combination (-(B 0 1 - B 1 0) / 2) * Complex.I_sq
    · ring
  choose t ht using one
  -- expand in the first qubit, then expand the coefficients in the second
  refine ⟨fun a b => -Complex.I * t (fun k l => t (fun i j => M (i, k) (j, l)) a) b, ?_⟩
  ext ⟨i, k⟩ ⟨j, l⟩
  simp only [Matrix.sum_apply, Matrix.smul_apply, iPauli, kroneckerMap_apply, smul_eq_mul]
  refine (ht (fun i j => M (i, k) (j, l)) i j).trans (Finset.sum_congr rfl fun a _ => ?_)
  refine (congrArg (· * pauli a i j)
    (ht (fun k l => t (fun i j => M (i, k) (j, l)) a) k l)).trans ?_
  simp only [Finset.sum_mul]
  refine Finset.sum_congr rfl fun b _ => ?_
  linear_combination (t (fun k l => t (fun i j => M (i, k) (j, l)) a) b *
    pauli a i j * pauli b k l) * Complex.I_sq
```

## Equality with su(4)

The theorem `controlAlgebra_eq_su4` says that for every nonzero real $J$, the Lie subalgebras $L(J)$ and $\mathfrak{su}(4)$ are equal. The hypothesis `hJ : J ≠ 0` stands for the presence of an interaction between the qubits. Its sign and size are otherwise free.

One inclusion is short. All five generators are traceless and anti-Hermitian, so the smallest Lie algebra containing them lies in $\mathfrak{su}(4)$.

For the other, take $A\in\mathfrak{su}(4)$ and expand it as $A=\sum_{a,b}c_{ab}P_{ab}$. Since $A^\dagger=-A$ and $P_{ab}^\dagger=-P_{ab}$,

$$2A=A-A^\dagger=\sum_{a,b}(c_{ab}+\overline{c_{ab}})P_{ab}=\sum_{a,b}2\operatorname{Re}(c_{ab})\,P_{ab}.$$

Taking the trace leaves only the identity term:

$$0=2\operatorname{Re}(c_{00})\cdot4i,$$

so $\operatorname{Re}c_{00}=0$. What remains is a real combination of the fifteen products already found in $L(J)$. Hence $2A$, and therefore $A$, belongs to $L(J)$.

The Lean proof first records, as `mem`, that the non-identity products $P_{ab}$ lie in $\mathfrak{su}(4)$. Then `le_antisymm` separates the two inclusions. The formula for $2A$ is `h2`, the vanishing identity coefficient is `h00`, and `hm` places $2A$ in the generated algebra. The last two lines divide by two.

```lean
/-- The local X and Z controls together with an Ising coupling of nonzero strength `J`
generate exactly su(4). -/
theorem controlAlgebra_eq_su4 {J : ℝ} (hJ : J ≠ 0) : controlAlgebra J = su4 := by
  have mem : ∀ a b : Fin 4, ¬(a = 0 ∧ b = 0) → iPauli a b ∈ su4 :=
    fun a b h => ⟨iPauli_conj a b, by rw [iPauli_trace, if_neg h]⟩
  refine le_antisymm (LieSubalgebra.lieSpan_le.mpr fun x hx => ?_) fun A hA => ?_
  · simp only [controls, Set.mem_insert_iff, Set.mem_singleton_iff] at hx
    rcases hx with rfl | rfl | rfl | rfl | rfl
    exacts [mem 1 0 (by decide), mem 3 0 (by decide), mem 0 1 (by decide),
      mem 0 3 (by decide), su4.smul_mem J (mem 3 3 (by decide))]
  obtain ⟨c, h⟩ := pauli_expansion A
  have cast : ∀ (r : ℝ) (P : TwoQubit), (r : ℂ) • P = r • P := by
    intro r P
    ext i j
    simp
  -- anti-Hermiticity leaves only the real parts of the coefficients
  have h2 : (2 : ℝ) • A = ∑ a, ∑ b, (2 * (c a b).re) • iPauli a b := by
    calc (2 : ℝ) • A = A - Aᴴ := by rw [hA.1, two_smul, sub_neg_eq_add]
      _ = _ := by
        conv_lhs => rw [h]
        simp only [conjTranspose_sum, conjTranspose_smul, iPauli_conj,
          ← Finset.sum_sub_distrib]
        refine Finset.sum_congr rfl fun a _ => Finset.sum_congr rfl fun b _ => ?_
        rw [smul_neg, sub_neg_eq_add, ← add_smul, Complex.star_def, Complex.add_conj, cast]
  -- zero trace removes the identity
  have h00 : (c 0 0).re = 0 := by
    have t := congrArg Matrix.trace h2
    rw [trace_smul, hA.2, smul_zero] at t
    simpa [trace_sum, trace_smul, iPauli_trace, Fin.sum_univ_four] using t
  have hm : (2 : ℝ) • A ∈ controlAlgebra J := by
    rw [h2]
    refine sum_mem fun a _ => sum_mem fun b _ => ?_
    by_cases hab : a = 0 ∧ b = 0
    · rw [hab.1, hab.2, h00, mul_zero, zero_smul]
      exact (controlAlgebra J).zero_mem
    · exact (controlAlgebra J).smul_mem _ (iPauli_mem hJ a b hab)
  have m := (controlAlgebra J).smul_mem (2 : ℝ)⁻¹ hm
  rwa [smul_smul, inv_mul_cancel₀ two_ne_zero, one_smul] at m

end

end TwoQubitControl
```

```lean
#print axioms TwoQubitControl.controlAlgebra_eq_su4
```

```
'TwoQubitControl.controlAlgebra_eq_su4' depends on axioms: [propext, Classical.choice, Quot.sound]
```

## Reachable gates and the global phase

The theorem concerns the algebra of generators. To pass to gates, one adds the standard controllability theorem for compact connected groups: if the local amplitudes can be chosen freely with either sign, products of the available evolutions reach all of $SU(4)$, even when the coupling is always on. That is the sense in which this closed, noiseless two-qubit model is fully controllable. The equality of algebras gives no pulse shape or gate time, and it does not account for decoherence or levels beyond the qubit subspace. The case $J=0$ is not treated.

The same argument has a close neighbour. Add $P_{00}=i\,1\otimes1$, the generator of the global phase, to the five controls. The identity term in the expansion of $2A$ is then allowed, the trace condition is no longer needed, and the generated algebra is $\mathfrak{u}(4)$, the set of all anti-Hermitian matrices.
